# The mean product of two components of a uniformly random sign vector is the Kronecker delta

`sign_correlation` concerns vectors with entries 1 and −1 on a finite index set, averaged with equal weight over all choices of sign. It states that the mean of `z i * z j` is 1 when `i = j` and 0 otherwise; in matrix form, the average of the outer product of z with itself is the identity, which is the relation behind stochastic resolutions of the identity. For equal indices the proof uses the fact that each component squares to one. For distinct indices it flips the bit at `i`, a bijection on the bit strings that reverses the sign of every term, so the sum equals its own negative and vanishes.

The failing Lean file:

```lean
import Mathlib

open Matrix

namespace SignCorrelation

noncomputable section

variable {n : Type*} [Fintype n] [DecidableEq n]

/-- The vector of signs `1` and `-1` encoded by a string of bits. -/
def signVec (s : n → Bool) : n → ℝ := fun i => if s i then 1 else -1

/-- The uniform average of a function over all sign vectors. -/
def signMean (f : (n → ℝ) → ℝ) : ℝ :=
  (∑ s : n → Bool, f (signVec s)) / (Fintype.card (n → Bool) : ℝ)

omit [Fintype n] [DecidableEq n] in
/-- Every component of a sign vector squares to one. -/
theorem signVec_mul_self (s : n → Bool) (i : n) : signVec s i * signVec s i = 1 := by
  simp only [signVec]
  split_ifs <;> norm_num

/-- Two components of a random sign vector have mean product one if they coincide and
zero otherwise. -/
theorem sign_correlation (i j : n) :
    signMean (fun z => z i * z j) = if i = j then 1 else 0 := by
  by_cases hij : i = j
  · subst hij
    simp [signMean, signVec_mul_self]
  · -- flipping the sign at `i` reverses the sum
    let e : (n → Bool) ≃ (n → Bool) :=
      Function.Involutive.toPerm (fun s => Function.update s i (!s i)) (by intro s; simp)
    have h := e.sum_comp (fun s => signVec s i * signVec s j)
    have h2 : ∀ s, signVec (e s) i * signVec (e s) j = -(signVec s i * signVec s j) := by
      intro s
      have hi : e s i = !s i := by simp [e]
      have hj : e s j = s j := by simp [e, Ne.symm hij]
      simp only [signVec, hi, hj]
      cases s i <;> cases s j <;> norm_num
    simp only [h2, Finset.sum_neg_distrib] at h
    have h0 : ∑ s : n → Bool, signVec s i * signVec s j = 0 := by linarith
    simp only [signMean, h0, zero_div, if_neg hij]

end

end SignCorrelation
```

Messages:

```
Main.lean:37:32: error: unsolved goals
n : Type u_1
inst✝¹ : Fintype n
inst✝ : DecidableEq n
i j : n
hij : ¬i = j
e : (n → Bool) ≃ (n → Bool) := Function.Involutive.toPerm (fun s => Function.update s i !s i) ⋯
h : ∑ i_1, signVec (e i_1) i * signVec (e i_1) j = ∑ i_1, signVec i_1 i * signVec i_1 j
s : n → Bool
⊢ (Function.Involutive.toPerm (fun s => Function.update s i !s i) ⋯) s i = !s i
Main.lean:38:31: error: unsolved goals
n : Type u_1
inst✝¹ : Fintype n
inst✝ : DecidableEq n
i j : n
hij : ¬i = j
e : (n → Bool) ≃ (n → Bool) := Function.Involutive.toPerm (fun s => Function.update s i !s i) ⋯
h : ∑ i_1, signVec (e i_1) i * signVec (e i_1) j = ∑ i_1, signVec i_1 i * signVec i_1 j
s : n → Bool
hi : e s i = !s i
⊢ (Function.Involutive.toPerm (fun s => Function.update s i !s i) ⋯) s j = s j
Main.lean:38:43: warning: This simp argument is unused:
  Ne.symm hij

Hint: Omit it from the simp argument list.
  [apply] simp [e]

Note: This linter can be disabled with `set_option linter.unusedSimpArgs false`
```

Both errors come from evaluating the flip `e` on a bit string. In `hi` and `hj`, `simp [e]` unfolds `e`, but stops at `Function.Involutive.toPerm` applied to `s`: it does not replace that application by the underlying `Function.update`. The goals left over are therefore the two intended facts, that the flip negates the bit at `i` and leaves the bit at `j` alone, with the update still hidden inside the permutation.

The warning has the same origin. `Ne.symm hij` says that `j` differs from `i`, which is what is needed to discard an update at `i` when reading position `j`, but `simp` never reached such an expression.

The repair defines the same map as an explicit equivalence, with the flip as both `toFun` and `invFun`, and `simp` proves the two inverse laws. Once `e` is unfolded, `simp` can now read off `toFun` and evaluate the update at `i` and at `j`, so the unchanged proofs of `hi` and `hj` close, the second using `Ne.symm hij`.

As a diff, the version that Lean accepts:

```diff
@@ -31,5 +31,8 @@
   · -- flipping the sign at `i` reverses the sum
     let e : (n → Bool) ≃ (n → Bool) :=
-      Function.Involutive.toPerm (fun s => Function.update s i (!s i)) (by intro s; simp)
+      { toFun := fun s => Function.update s i (!s i)
+        invFun := fun s => Function.update s i (!s i)
+        left_inv := fun s => by simp
+        right_inv := fun s => by simp }
     have h := e.sum_comp (fun s => signVec s i * signVec s j)
     have h2 : ∀ s, signVec (e s) i * signVec (e s) j = -(signVec s i * signVec s j) := by
```
